# The local energy of exp(−Z(r₁ + r₂) + r₁₂/2) has finite but direction-dependent limits at a nucleus of charge Z ≠ 0

A variational Monte Carlo code evaluates the local energy E_L = Hψ/ψ at every sampled configuration and averages it. A diffusion Monte Carlo code also puts E_L into the branching weight. If E_L diverges as an electron comes close to the nucleus, the large values add to the statistical noise in both methods. A simple check is to move one electron inwards and see that E_L does not diverge.

For the helium-like trial function in the title, the check succeeds, but the number it settles on depends on the direction of approach. Let electron 2 stay at y ≠ 0, and let electron 1 approach the nucleus, at the origin, through the positions tn, where n is a unit vector and t > 0 tends to 0. Then, in atomic units,

E_L → −Z² − 1/4 + (Z/2)(1 − ⟨n, y⟩/|y|).

There is no common limit over all approaches.

## What a code sees near the nucleus

Take Z = 2 and y = (0, 0, 1), in atomic units. The limit is −4.25 + (1 − n_z), where n_z is the third component of n:

- from the side of electron 2, n_z = 1, it is −4.25;
- from a perpendicular direction, n_z = 0, it is −3.25;
- from the opposite side, n_z = −1, it is −2.25.

A move of electron 1 from (0, 0, 0.001) to (0, 0, −0.001) therefore raises E_L by 2 hartree, and a shorter move across the nucleus does not reduce the jump. A test of the derivative routines should compare E_L with the value for the chosen ray, not with one reference number for the nucleus.

In diffusion Monte Carlo, a common branching weight is

exp(−τ[(E_L(old) + E_L(new))/2 − E_T]),

with time step τ and trial energy E_T. At τ = 0.01, a rise of 2 hartree in E_L(new) lowers the exponent by 0.01.

## From the trial function to the directional limit

Write x and y for the electron positions, r₁ = |x|, r₂ = |y|, r₁₂ = |x − y|, and

ψ = exp(−Z(r₁ + r₂) + βr₁₂).

The coefficient −Z represents the electron–nucleus cusp condition. The value β = 1/2 represents the electron–electron cusp condition for an opposite-spin pair.

Move electron 1 along x + se, with e a unit vector. Let c = ⟨x, e⟩/r₁ and d = ⟨x − y, e⟩/r₁₂ be the cosines at s = 0. There the distances change at the rates

dr₁/ds = c, dr₁₂/ds = d,

and the quotient rule gives

dc/ds = (1 − c²)/r₁, dd/ds = (1 − d²)/r₁₂.

For F = exp(ar₁ + br₁₂ + k) with constants a, b, k, the first derivative is (ac + bd)F, and the second is

F″ = [a(1 − c²)/r₁ + b(1 − d²)/r₁₂ + (ac + bd)²]F.

Sum over the three coordinate axes. The squares c² sum to 1, so do the squares d², and the products cd sum to ⟨x, x − y⟩/(r₁r₁₂). Hence

∇₁²F/F = 2a/r₁ + 2b/r₁₂ + a² + b² + 2ab⟨x, x − y⟩/(r₁r₁₂).

Set a = −Z and b = β. The kinetic term −½∇₁²ψ/ψ becomes

Z/r₁ − β/r₁₂ − (Z² + β²)/2 + Zβ⟨x, x − y⟩/(r₁r₁₂).

Electron 2 gives the same expression with x and y exchanged. Adding the potential −Z/r₁ − Z/r₂ + 1/r₁₂ cancels both nuclear singularities:

E_L = −Z² − β² + (1 − 2β)/r₁₂ + Zβ[⟨x, x − y⟩/(r₁r₁₂) + ⟨y, y − x⟩/(r₂r₁₂)].

At β = 1/2 the 1/r₁₂ term vanishes too, leaving a constant and two cosines, so E_L is bounded wherever this formula applies.

Now put x = tn with t > 0. The first cosine is ⟨n, tn − y⟩/|tn − y|, which tends to −⟨n, y⟩/|y|. The second tends to 1. So

E_L → −Z² − β² + (1 − 2β)/|y| + Zβ(1 − ⟨n, y⟩/|y|).

For n = y/|y| the last term is 0, and for n = −y/|y| it is 2Zβ. A common limit would force Zβ = 0, hence β = 0 when Z ≠ 0. Conversely, at β = 0 the local energy is −Z² + 1/r₁₂, which tends to −Z² + 1/|y| from every direction.

## The Lean file

```lean
import Mathlib

open Filter Topology

namespace NuclearApproachLocalEnergy

noncomputable section

/-- The position space of one electron, with the nucleus at the origin. -/
abbrev Space := EuclideanSpace ℝ (Fin 3)

/-- The Laplacian: the sum of the second derivatives along the three coordinate axes. -/
def laplacian (f : Space → ℝ) (x : Space) : ℝ :=
  ∑ i, deriv (deriv fun t : ℝ => f (x + t • EuclideanSpace.single i (1 : ℝ))) 0

/-- The two-electron Hamiltonian in atomic units for a nucleus of charge `Z`, applied to `f`
at positions `x`, `y` that are nonzero and distinct. -/
def hamiltonian (Z : ℝ) (f : Space → Space → ℝ) (x y : Space) : ℝ :=
  -(1 / 2) * laplacian (fun z => f z y) x - (1 / 2) * laplacian (fun z => f x z) y
    + (-Z / ‖x‖ - Z / ‖y‖ + 1 / ‖x - y‖) * f x y

/-- The trial function `exp(-Z (r₁ + r₂) + β r₁₂)`. -/
def psi (Z β : ℝ) (x y : Space) : ℝ :=
  Real.exp (-Z * (‖x‖ + ‖y‖) + β * ‖x - y‖)

/-- The local energy `Hψ / ψ` of the trial function, at positions `x`, `y` that are nonzero
and distinct. -/
def localEnergy (Z β : ℝ) (x y : Space) : ℝ :=
  hamiltonian Z (psi Z β) x y / psi Z β x y

/-- Along a straight line, the distance from the origin changes at the rate given by the
projection of the velocity on the radial direction, away from the origin. -/
theorem hasDerivAt_norm_line (x e : Space) (t : ℝ) (h : x + t • e ≠ 0) :
    HasDerivAt (fun s : ℝ => ‖x + s • e‖) (inner ℝ (x + t • e) e / ‖x + t • e‖) t := by
  have h1 : HasDerivAt (fun s : ℝ => x + s • e) e t :=
    (((hasDerivAt_id' t).smul_const e).const_add x).congr_deriv (one_smul ℝ e)
  have h2 : HasDerivAt (fun s : ℝ => ‖x + s • e‖ ^ 2) (2 * inner ℝ (x + t • e) e) t :=
    h1.norm_sq
  have h3 := h2.sqrt (pow_ne_zero 2 (norm_ne_zero_iff.mpr h))
  have hr : ∀ s : ℝ, √(‖x + s • e‖ ^ 2) = ‖x + s • e‖ := fun s => Real.sqrt_sq (norm_nonneg _)
  simp only [hr] at h3
  exact h3.congr_deriv (mul_div_mul_left _ _ two_ne_zero)

/-- Starting from `x ≠ 0` with unit velocity `e`, the cosine between position and velocity
changes at the initial rate `(1 - cos²) / r`. -/
theorem hasDerivAt_cosine {x e : Space} (hx : x ≠ 0) (he : ‖e‖ = 1) :
    HasDerivAt (fun s : ℝ => inner ℝ (x + s • e) e / ‖x + s • e‖)
      ((1 - (inner ℝ x e / ‖x‖) ^ 2) / ‖x‖) 0 := by
  have h1 : HasDerivAt (fun s : ℝ => x + s • e) e 0 :=
    (((hasDerivAt_id' (0 : ℝ)).smul_const e).const_add x).congr_deriv (one_smul ℝ e)
  have hi : HasDerivAt (fun s : ℝ => inner ℝ (x + s • e) e) 1 0 :=
    (h1.inner ℝ (hasDerivAt_const (0 : ℝ) e)).congr_deriv (by
      rw [inner_zero_right, real_inner_self_eq_norm_sq, he]; norm_num)
  have hr : ‖x‖ ≠ 0 := norm_ne_zero_iff.mpr hx
  have hd := hi.fun_div (hasDerivAt_norm_line x e 0 (by simpa using hx)) (by simpa using hx)
  refine hd.congr_deriv ?_
  simp only [zero_smul, add_zero]
  field_simp

/-- The second derivative, along a unit vector `e`, of an exponential of two distances, where
`x` and `w` are the nonzero initial separations from the two centres. -/
theorem secondDeriv_exp_line (a b c : ℝ) {x w e : Space} (hx : x ≠ 0) (hw : w ≠ 0)
    (he : ‖e‖ = 1) :
    deriv (deriv fun t : ℝ => Real.exp (a * ‖x + t • e‖ + b * ‖w + t • e‖ + c)) 0 =
      (a * ((1 - (inner ℝ x e / ‖x‖) ^ 2) / ‖x‖) + b * ((1 - (inner ℝ w e / ‖w‖) ^ 2) / ‖w‖)
        + (a * (inner ℝ x e / ‖x‖) + b * (inner ℝ w e / ‖w‖)) ^ 2)
      * Real.exp (a * ‖x‖ + b * ‖w‖ + c) := by
  have ne : ∀ v : Space, v ≠ 0 → ∀ᶠ t in 𝓝 (0 : ℝ), v + t • e ≠ 0 := fun v hv => by
    have hc : Continuous fun t : ℝ => v + t • e := by fun_prop
    exact hc.continuousAt.eventually_ne (by simpa using hv)
  have d1 : ∀ t : ℝ, x + t • e ≠ 0 → w + t • e ≠ 0 →
      HasDerivAt (fun t : ℝ => Real.exp (a * ‖x + t • e‖ + b * ‖w + t • e‖ + c))
        (Real.exp (a * ‖x + t • e‖ + b * ‖w + t • e‖ + c) *
          (a * (inner ℝ (x + t • e) e / ‖x + t • e‖)
            + b * (inner ℝ (w + t • e) e / ‖w + t • e‖))) t := fun t h1 h2 =>
    ((((hasDerivAt_norm_line x e t h1).const_mul a).fun_add
      ((hasDerivAt_norm_line w e t h2).const_mul b)).add_const c).exp
  -- the first derivative is known near the starting point, so it can be differentiated again
  have ev : deriv (fun t : ℝ => Real.exp (a * ‖x + t • e‖ + b * ‖w + t • e‖ + c)) =ᶠ[𝓝 0]
      fun t : ℝ => Real.exp (a * ‖x + t • e‖ + b * ‖w + t • e‖ + c) *
          (a * (inner ℝ (x + t • e) e / ‖x + t • e‖)
            + b * (inner ℝ (w + t • e) e / ‖w + t • e‖)) := by
    filter_upwards [ne x hx, ne w hw] with t h1 h2 using (d1 t h1 h2).deriv
  rw [ev.deriv_eq]
  have d2 := (d1 0 (by simpa using hx) (by simpa using hw)).fun_mul
    (((hasDerivAt_cosine hx he).const_mul a).fun_add ((hasDerivAt_cosine hw he).const_mul b))
  refine d2.deriv.trans ?_
  simp only [zero_smul, add_zero]
  ring

/-- The Laplacian of an exponential of the distances to the origin and to `y`, at a point `x`
different from both centres. -/
theorem laplacian_exp (a b c : ℝ) {x y : Space} (hx : x ≠ 0) (hxy : x ≠ y) :
    laplacian (fun z => Real.exp (a * ‖z‖ + b * ‖z - y‖ + c)) x =
      (2 * a / ‖x‖ + 2 * b / ‖x - y‖ + a ^ 2 + b ^ 2
        + 2 * a * b * (inner ℝ x (x - y) / (‖x‖ * ‖x - y‖)))
      * Real.exp (a * ‖x‖ + b * ‖x - y‖ + c) := by
  have hw : x - y ≠ 0 := sub_ne_zero.mpr hxy
  have hi : ∀ (v : Space) (i : Fin 3),
      inner ℝ v (EuclideanSpace.single i (1 : ℝ)) = v i := by
    intro v i
    simp [EuclideanSpace.inner_single_right]
  have hs : ∀ v w : Space, inner ℝ v w = v 0 * w 0 + v 1 * w 1 + v 2 * w 2 := by
    intro v w
    simp only [PiLp.inner_apply, Fin.sum_univ_three, RCLike.inner_apply, conj_trivial]
    ring
  -- the direction cosines of a nonzero vector have squares summing to one
  have hu : ∀ v : Space, v ≠ 0 →
      (v 0 / ‖v‖) ^ 2 + (v 1 / ‖v‖) ^ 2 + (v 2 / ‖v‖) ^ 2 = 1 := by
    intro v hv
    have h := hs v v
    rw [real_inner_self_eq_norm_sq] at h
    have hr : ‖v‖ ≠ 0 := norm_ne_zero_iff.mpr hv
    field_simp
    linarith
  have h2 := fun i : Fin 3 => secondDeriv_exp_line a b c hx hw
    (e := EuclideanSpace.single i (1 : ℝ)) (by simp)
  simp only [laplacian, add_sub_right_comm]
  simp only [h2, hi, Fin.sum_univ_three]
  linear_combination Real.exp (a * ‖x‖ + b * ‖x - y‖ + c) *
    ((a ^ 2 - a / ‖x‖) * hu x hx + (b ^ 2 - b / ‖x - y‖) * hu (x - y) hw
      - 2 * a * b / (‖x‖ * ‖x - y‖) * hs x (x - y))

/-- Away from coalescences, the local energy consists of a constant, a multiple of `1 / r₁₂`,
and `Z β` times the sum of the cosines of the triangle's angles at the two electrons. -/
theorem localEnergy_eq (Z β : ℝ) {x y : Space} (hx : x ≠ 0) (hy : y ≠ 0) (hxy : x ≠ y) :
    localEnergy Z β x y = -Z ^ 2 - β ^ 2 + (1 - 2 * β) / ‖x - y‖
      + Z * β * (inner ℝ x (x - y) / (‖x‖ * ‖x - y‖)
        + inner ℝ y (y - x) / (‖y‖ * ‖x - y‖)) := by
  have e1 : ∀ z, Real.exp (-Z * ‖z‖ + β * ‖z - y‖ + -Z * ‖y‖) = psi Z β z y := by
    intro z
    unfold psi
    congr 1
    ring
  have e2 : ∀ z, Real.exp (-Z * ‖z‖ + β * ‖z - x‖ + -Z * ‖x‖) = psi Z β x z := by
    intro z
    unfold psi
    rw [norm_sub_rev x z]
    congr 1
    ring
  have l1 := laplacian_exp (-Z) β (-Z * ‖y‖) hx hxy
  have l2 := laplacian_exp (-Z) β (-Z * ‖x‖) hy hxy.symm
  simp only [e1] at l1
  simp only [e2] at l2
  rw [norm_sub_rev y x] at l2
  have hP : psi Z β x y ≠ 0 := (Real.exp_pos _).ne'
  unfold localEnergy hamiltonian
  rw [l1, l2, div_eq_iff hP]
  ring

/-- With electron 2 fixed at `y ≠ 0`, the local energy has a finite limit as electron 1
approaches the nucleus along the unit vector `n`, given by this formula. -/
theorem tendsto_localEnergy_ray (Z β : ℝ) {n y : Space} (hn : ‖n‖ = 1) (hy : y ≠ 0) :
    Tendsto (fun t : ℝ => localEnergy Z β (t • n) y) (𝓝[>] 0)
      (𝓝 (-Z ^ 2 - β ^ 2 + (1 - 2 * β) / ‖y‖ + Z * β * (1 - inner ℝ n y / ‖y‖))) := by
  have hr : ‖y‖ ≠ 0 := norm_ne_zero_iff.mpr hy
  have h0 : ‖(0 : ℝ) • n - y‖ ≠ 0 := by simpa using hy
  have h0' : ‖y‖ * ‖(0 : ℝ) • n - y‖ ≠ 0 := mul_ne_zero hr h0
  have hG : ContinuousAt (fun t : ℝ => -Z ^ 2 - β ^ 2 + (1 - 2 * β) / ‖t • n - y‖
      + Z * β * (inner ℝ n (t • n - y) / ‖t • n - y‖
        + inner ℝ y (y - t • n) / (‖y‖ * ‖t • n - y‖))) 0 := by
    fun_prop (disch := assumption)
  have hlim := hG.tendsto.mono_left (nhdsWithin_le_nhds (s := Set.Ioi 0))
  have hone : ‖y‖ ^ 2 / (‖y‖ * ‖y‖) = 1 := by field_simp
  simp only [zero_smul, zero_sub, sub_zero, norm_neg, inner_neg_right,
    real_inner_self_eq_norm_sq, hone] at hlim
  have hval : -Z ^ 2 - β ^ 2 + (1 - 2 * β) / ‖y‖ + Z * β * (1 - inner ℝ n y / ‖y‖)
      = -Z ^ 2 - β ^ 2 + (1 - 2 * β) / ‖y‖ + Z * β * (-inner ℝ n y / ‖y‖ + 1) := by ring
  rw [hval]
  refine hlim.congr' ?_
  have hc : Continuous fun t : ℝ => t • n := by fun_prop
  have hne : ∀ᶠ t in 𝓝 (0 : ℝ), t • n ≠ y :=
    hc.continuousAt.eventually_ne (by simpa using hy.symm)
  filter_upwards [self_mem_nhdsWithin, nhdsWithin_le_nhds hne] with t ht hty
  have htp : 0 < t := ht
  have hn0 : n ≠ 0 := norm_ne_zero_iff.mp (by rw [hn]; exact one_ne_zero)
  -- on the ray, the unit vector of electron 1 is `n` itself
  have hcos : inner ℝ (t • n) (t • n - y) / (‖t • n‖ * ‖t • n - y‖)
      = inner ℝ n (t • n - y) / ‖t • n - y‖ := by
    rw [real_inner_smul_left, norm_smul, hn, Real.norm_of_nonneg htp.le, mul_one,
      mul_div_mul_left _ _ htp.ne']
  rw [localEnergy_eq Z β (smul_ne_zero htp.ne' hn0) hy hty, hcos]

/-- For nonzero nuclear charge and electron 2 fixed away from the nucleus, the local energy has
a direction-independent limit at the nucleus exactly when the factor `exp(β r₁₂)` is absent. -/
theorem limit_exists_iff {Z : ℝ} (β : ℝ) (hZ : Z ≠ 0) {y : Space} (hy : y ≠ 0) :
    (∃ L, Tendsto (fun x => localEnergy Z β x y) (𝓝[≠] 0) (𝓝 L)) ↔ β = 0 := by
  have hr : ‖y‖ ≠ 0 := norm_ne_zero_iff.mpr hy
  constructor
  · rintro ⟨L, hL⟩
    have key : ∀ n : Space, ‖n‖ = 1 →
        L = -Z ^ 2 - β ^ 2 + (1 - 2 * β) / ‖y‖ + Z * β * (1 - inner ℝ n y / ‖y‖) := by
      intro n hn
      have hn0 : n ≠ 0 := norm_ne_zero_iff.mp (by rw [hn]; exact one_ne_zero)
      have hc : Continuous fun t : ℝ => t • n := by fun_prop
      have ha : Tendsto (fun t : ℝ => t • n) (𝓝[>] 0) (𝓝[≠] 0) := by
        refine tendsto_nhdsWithin_iff.mpr
          ⟨(hc.tendsto' 0 0 (zero_smul ℝ n)).mono_left nhdsWithin_le_nhds, ?_⟩
        filter_upwards [self_mem_nhdsWithin] with t ht
        exact smul_ne_zero (Set.mem_Ioi.mp ht).ne' hn0
      exact tendsto_nhds_unique (hL.comp ha) (tendsto_localEnergy_ray Z β hn hy)
    -- compare the approach from the side of electron 2 with the opposite one
    have hu : ‖‖y‖⁻¹ • y‖ = 1 := by
      rw [norm_smul, norm_inv, norm_norm, inv_mul_cancel₀ hr]
    have hc : inner ℝ (‖y‖⁻¹ • y) y / ‖y‖ = 1 := by
      rw [real_inner_smul_left, real_inner_self_eq_norm_sq]
      field_simp
    have h1 := key _ hu
    have h2 := key (-(‖y‖⁻¹ • y)) (by rwa [norm_neg])
    rw [hc] at h1
    rw [inner_neg_left, neg_div, hc] at h2
    have h3 : Z * β = 0 := by linarith
    exact (mul_eq_zero.mp h3).resolve_left hZ
  · rintro rfl
    refine ⟨-Z ^ 2 + 1 / ‖y‖, ?_⟩
    have h0 : ‖(0 : Space) - y‖ ≠ 0 := by simpa using hy
    have hG : ContinuousAt (fun x : Space => -Z ^ 2 + 1 / ‖x - y‖) 0 := by
      fun_prop (disch := assumption)
    have hlim := hG.tendsto.mono_left (nhdsWithin_le_nhds (s := {0}ᶜ))
    simp only [zero_sub, norm_neg] at hlim
    refine hlim.congr' ?_
    filter_upwards [self_mem_nhdsWithin, nhdsWithin_le_nhds (isOpen_ne.mem_nhds hy.symm)]
      with x hx hxy
    rw [localEnergy_eq Z 0 hx hy hxy]
    ring

/-- For `ψ = exp(-Z (r₁ + r₂) + r₁₂ / 2)` with `Z ≠ 0` and electron 2 fixed at `y ≠ 0`, the local
energy has a finite limit along every direction into the nucleus, but no common limit. -/
theorem helium_local_energy_discontinuous {Z : ℝ} (hZ : Z ≠ 0) {y : Space} (hy : y ≠ 0) :
    (∀ n : Space, ‖n‖ = 1 →
      Tendsto (fun t : ℝ => localEnergy Z (1 / 2) (t • n) y) (𝓝[>] 0)
        (𝓝 (-Z ^ 2 - 1 / 4 + Z / 2 * (1 - inner ℝ n y / ‖y‖)))) ∧
    ¬ ∃ L, Tendsto (fun x => localEnergy Z (1 / 2) x y) (𝓝[≠] 0) (𝓝 L) := by
  refine ⟨fun n hn => ?_, fun h => ?_⟩
  · convert tendsto_localEnergy_ray Z (1 / 2) hn hy using 2
    ring
  · have h2 := (limit_exists_iff (1 / 2) hZ hy).mp h
    norm_num at h2

end

end NuclearApproachLocalEnergy
```

```lean
#print axioms NuclearApproachLocalEnergy.helium_local_energy_discontinuous
```

```
'NuclearApproachLocalEnergy.helium_local_energy_discontinuous' depends on axioms: [propext, Classical.choice, Quot.sound]
```

## What the theorems say and where they stop

`Space` is Euclidean 3-space with a fixed nucleus at the origin. `laplacian` sums second derivatives along the coordinate axes, and `hamiltonian` contains both kinetic terms, both nuclear attractions and the repulsion, in atomic units. `localEnergy` is literally Hψ/ψ, so its closed form in `localEnergy_eq` is derived, for nonzero and distinct positions.

`helium_local_energy_discontinuous` assumes Z ≠ 0 and y ≠ 0; a real nucleus has Z ≥ 1, and this trial function is then square-integrable. Its first part gives the limit for every unit vector `n`, where `𝓝[>] 0` means that t tends to 0 through positive values. Its second part denies that any real `L` is the limit over `𝓝[≠] 0`, that is, over all approaches to the nucleus. Both exclude the nucleus itself, so the value Lean assigns there plays no role. `limit_exists_iff` says that, within this one-parameter family, a common limit exists exactly when β = 0.

The result concerns this explicit trial function, not the cusp behaviour of exact eigenfunctions. It does not treat other Jastrow factors, a moving nucleus or both electrons reaching the nucleus together, and it gives no bound on the variance or the time-step error of a simulation.

## How the lemmas carry the calculation

`hasDerivAt_norm_line` obtains the rate of change of a distance by differentiating its square and taking the root. `hasDerivAt_cosine` is the quotient rule for c. `secondDeriv_exp_line` first establishes the first derivative in a neighbourhood of the starting point, since a formula at one point could not be differentiated again, and then applies the product rule.

In `laplacian_exp`, `linear_combination` inserts the sums of squared cosines and of their products. `localEnergy_eq` uses this Laplacian once for each electron and divides by ψ, which is positive.

`tendsto_localEnergy_ray` cancels t from the first cosine; the remaining expression is continuous at t = 0, and its value there is the limit. In `limit_exists_iff`, uniqueness of limits equates a supposed common limit with each directional one, and `linarith` compares the two opposite directions to get Zβ = 0. The converse uses continuity of −Z² + 1/r₁₂. The final theorem sets β = 1/2 in both results.
